# Unitary diagonalisation of a finite Hermitian matrix with spectrum in [−1, 1]

A finite complex Hermitian matrix `H`, such as a Hamiltonian written in a finite orthonormal basis, is assumed to have all its eigenvalues in [−1, 1]. The theorem states that there are a unitary matrix `U` and real numbers `e k`, each of absolute value at most 1, with `H * U = U * diagonal e`, so that the columns of `U` are orthonormal eigenvectors of `H`. The attempt takes `U` and the eigenvalues from Mathlib's spectral theorem and applies the assumed bound to each column. That bound concerns nonzero vectors only, so the proof must also show that no column vanishes: a zero column `k` would make the `k`-th diagonal entry of `Uᴴ * U` equal to 0 instead of 1.

In Lean, a first try:

```lean
import Mathlib

open Matrix Polynomial

namespace ExistsEigenmodes

noncomputable section

variable {ι : Type*} [Fintype ι] [DecidableEq ι]

/-- Every real eigenvalue of `H` lies in the interval `[-1, 1]`. -/
def BandInUnit (H : Matrix ι ι ℂ) : Prop :=
  ∀ (x : ℝ) (v : ι → ℂ), v ≠ 0 → H *ᵥ v = (x : ℂ) • v → |x| ≤ 1

/-- A Hermitian `H` with eigenvalues in `[-1, 1]` is diagonalised by a unitary matrix, with
diagonal entries in `[-1, 1]`. -/
theorem exists_eigenmodes {H : Matrix ι ι ℂ} (hH : H.IsHermitian) (hb : BandInUnit H) :
    ∃ (U : Matrix ι ι ℂ) (e : ι → ℝ), U * Uᴴ = 1 ∧ (∀ k, |e k| ≤ 1) ∧
      H * U = U * diagonal (fun k => (e k : ℂ)) := by
  obtain ⟨U, hU, hE⟩ : ∃ U : Matrix ι ι ℂ, U * Uᴴ = 1 ∧
      H * U = U * diagonal (fun k => (hH.eigenvalues k : ℂ)) := by
    refine ⟨hH.eigenvectorUnitary, mem_unitaryGroup_iff.mp hH.eigenvectorUnitary.2, ?_⟩
    ext i k
    have h := congrFun (hH.mulVec_eigenvectorBasis k) i
    rw [mul_diagonal, mul_comm _ (hH.eigenvalues k : ℂ)]
    simpa [Matrix.mul_apply, mulVec, dotProduct] using h
  refine ⟨U, hH.eigenvalues, hU, fun k => hb _ (fun i => U i k) ?_ ?_, hE⟩
  · intro h0
    have h1 := congrFun (congrFun (mul_eq_one_comm.mp hU) k) k
    have h2 : ∀ i, U i k = 0 := fun i => congrFun h0 i
    simp [Matrix.mul_apply, h2] at h1
  · funext i
    have h := congrFun (congrFun hE i) k
    rw [mul_diagonal, mul_comm (U i k)] at h
    exact h

end

end ExistsEigenmodes
```

Lean reports:

```
Main.lean:29:24: error: Application type mismatch: The argument
  congrFun (mul_eq_one_comm.mp ?m.214) k
has type
  (?m.211 * ?m.210) k = 1 k
but is expected to have type
  ?m.201 = ?m.202
in the application
  congrFun (congrFun (mul_eq_one_comm.mp ?m.214) k)
Main.lean:32:4: error: stuck at solving universe constraint
  ?u.132 + 1 =?= imax (u_1 + 1) ?u.130
while trying to unify
  Eq.{imax (u_1 + 1) ?u.130} (HMul.hMul.{?u.132, ?u.132, ?u.132} ?m.211 ?m.210) (OfNat.ofNat.{?u.132} 1) : Prop
with
  Eq.{?u.132 + 1} (HMul.hMul.{?u.132, ?u.132, ?u.132} ?m.211 ?m.210) (OfNat.ofNat.{?u.132} 1) : Prop
Main.lean:19:51: error: stuck at solving universe constraint
  ?u.132 + 1 =?= imax (u_1 + 1) ?u.130
while trying to unify
  Eq.{imax (u_1 + 1) ?u.130} (HMul.hMul.{?u.132, ?u.132, ?u.132} ?m.211 ?m.210) (OfNat.ofNat.{?u.132} 1) : Prop
with
  Eq.{?u.132 + 1} (HMul.hMul.{?u.132, ?u.132, ?u.132} ?m.211 ?m.210) (OfNat.ofNat.{?u.132} 1) : Prop
Main.lean:19:48: error: stuck at solving universe constraint
  ?u.132 + 1 =?= imax (u_1 + 1) ?u.130
while trying to unify
  Eq.{imax (u_1 + 1) ?u.130} (HMul.hMul.{?u.132, ?u.132, ?u.132} ?m.211 ?m.210) (OfNat.ofNat.{?u.132} 1) : Prop
with
  Eq.{?u.132 + 1} (HMul.hMul.{?u.132, ?u.132, ?u.132} ?m.211 ?m.210) (OfNat.ofNat.{?u.132} 1) : Prop
```

Cause. The fault lies in the line defining `h1`, where `mul_eq_one_comm.mp hU` stands inside two calls of `congrFun`. The first message shows Lean typing this term before it has used `hU`: the factors are still the unknowns `?m.211` and `?m.210`, not matrices. The inner `congrFun` needs an equation between functions, and the outer one needs its result to be such an equation again. With the type of the product unknown, Lean cannot see that `(?m.211 * ?m.210) k = 1 k` equates two rows, which are themselves functions, and it reports a mismatch.

The other three messages repeat one universe constraint on the same unknowns. It sets the universe of a function type, `imax (u_1 + 1) ?u.130`, against that of the type in which the product is taken, `?u.132 + 1`, and Lean cannot solve it. They are not separate errors in the lines they point to.

The repair first proves `hU' : Uᴴ * U = 1`. Its stated type fixes the factors as matrices, which unfold to functions of two indices, so both uses of `congrFun` in the new `h1` go through.

The mended proof, as a diff:

```diff
@@ -25,7 +25,8 @@
     rw [mul_diagonal, mul_comm _ (hH.eigenvalues k : ℂ)]
     simpa [Matrix.mul_apply, mulVec, dotProduct] using h
+  have hU' : Uᴴ * U = 1 := mul_eq_one_comm.mp hU
   refine ⟨U, hH.eigenvalues, hU, fun k => hb _ (fun i => U i k) ?_ ?_, hE⟩
   · intro h0
-    have h1 := congrFun (congrFun (mul_eq_one_comm.mp hU) k) k
+    have h1 := congrFun (congrFun hU' k) k
     have h2 : ∀ i, U i k = 0 := fun i => congrFun h0 i
     simp [Matrix.mul_apply, h2] at h1
```
